# Positive definite broadening of a finite Hermitian Hamiltonian makes every local spectral density positive

Broadening enters here as a full matrix $\Gamma$, not as a list of rates, one for each site. Site-dependent broadening is the diagonal case $\Gamma=\mathrm{diag}(\gamma_j)$, which is positive definite exactly when every $\gamma_j>0$. Off-diagonal elements make the damping of a superposition of sites depend on the relative phases of its amplitudes.

The sites form a finite set `n`, and operators are complex matrices over it in an orthonormal basis. A star on a matrix denotes the conjugate transpose, written `ᴴ` in Lean.

```lean
import Mathlib

open Matrix
open scoped ComplexOrder

namespace SiteDependentBroadening

noncomputable section

variable {n : Type*} [Fintype n] [DecidableEq n]
```

## The broadened Green matrix

Let $H$ be the Hamiltonian and $E$ a real energy. The inverse Green matrix is
$$A = E - H + i\Gamma .$$
The sign is the retarded one: $H-i\Gamma$ acts as an effective Hamiltonian, under which (with $\hbar=1$) the squared norm of a state $\psi$ changes at the rate $-2\,\psi^*\Gamma\psi$. Positive definiteness thus means that this rate is negative for every nonzero $\psi$. It is assumed here, not derived from a model of the environment. For $\Gamma=\eta\,1$ with $\eta>0$, each level becomes a Lorentzian of half-width $\eta$.

The definition accepts any two matrices; the theorems add the hypotheses on $H$ and $\Gamma$.

```lean
/-- The inverse Green matrix `E - H + i Γ` with Hamiltonian `H`, broadening matrix `Γ`
and real energy `E`. -/
def inverseGreen (H Γ : Matrix n n ℂ) (E : ℝ) : Matrix n n ℂ :=
  (E : ℂ) • (1 : Matrix n n ℂ) - H + Complex.I • Γ
```

The Green matrix is $G=A^{-1}$. Lean's matrix inverse returns zero for a singular matrix, so invertibility is always stated separately, as `IsUnit`.

```lean
/-- The broadened Green matrix `G = (E - H + i Γ)⁻¹`. -/
def green (H Γ : Matrix n n ℂ) (E : ℝ) : Matrix n n ℂ :=
  (inverseGreen H Γ E)⁻¹
```

The spectral matrix is $S=i(G-G^*)$.

```lean
/-- The spectral matrix `i (G - G*)`. -/
def spectralMatrix (H Γ : Matrix n n ℂ) (E : ℝ) : Matrix n n ℂ :=
  Complex.I • (green H Γ E - (green H Γ E)ᴴ)
```

The local spectral density on site $j$ is $\rho_j=-\operatorname{Im}G_{jj}/\pi$, a real number.

```lean
/-- The local spectral density `-Im G_jj / π` on site `j`. -/
def localDensity (H Γ : Matrix n n ℂ) (E : ℝ) (j : n) : ℝ :=
  -(green H Γ E j j).im / Real.pi
```

## Only an undamped eigenstate can spoil invertibility

Since $H$ and $\Gamma$ are Hermitian and $E$ is real, $A^*=E-H-i\Gamma$. Subtraction leaves
$$A-A^*=2i\Gamma .$$
The proof computes the adjoint first, as `hadj`, and then compares coefficients.

```lean
omit [Fintype n] in
/-- For Hermitian `H` and `Γ` and real `E`, the inverse Green matrix minus its adjoint is `2 i Γ`.
-/
theorem inverseGreen_sub_adjoint {H Γ : Matrix n n ℂ} (hH : H.IsHermitian)
    (hΓ : Γ.IsHermitian) (E : ℝ) :
    inverseGreen H Γ E - (inverseGreen H Γ E)ᴴ = (2 * Complex.I) • Γ := by
  have hadj : (inverseGreen H Γ E)ᴴ
      = (E : ℂ) • (1 : Matrix n n ℂ) - H + (-Complex.I) • Γ := by
    unfold inverseGreen
    rw [conjTranspose_add, conjTranspose_sub, conjTranspose_smul, conjTranspose_smul,
      conjTranspose_one, hH.eq, hΓ.eq, Complex.star_def, Complex.conj_ofReal, Complex.conj_I]
  rw [hadj]
  unfold inverseGreen
  module
```

Now let $\Gamma$ be positive semidefinite and suppose $Av=0$. Then
$$0=v^*Av-(Av)^*v=v^*(A-A^*)v=2i\,v^*\Gamma v ,$$
so $v^*\Gamma v=0$. Writing $\Gamma=B^*B$ turns this into $\lVert Bv\rVert^2=0$, hence $\Gamma v=0$. What remains of $Av=0$ is $Hv=Ev$. Conversely, these two equations give $Av=0$ by substitution. So $A$ annihilates exactly the undamped states at energy $E$.

In the code, `h1` is the vanishing expectation value, `h2` removes the factor $2i$, and `h3` passes from $v^*\Gamma v=0$ to $\Gamma v=0$.

```lean
/-- For Hermitian `H`, positive semidefinite `Γ` and real `E`, `E - H + i Γ` annihilates a vector
exactly when `H v = E v` and `Γ v = 0`. -/
theorem inverseGreen_mulVec_eq_zero_iff {H Γ : Matrix n n ℂ} (hH : H.IsHermitian)
    (hΓ : Γ.PosSemidef) (E : ℝ) (v : n → ℂ) :
    inverseGreen H Γ E *ᵥ v = 0 ↔ H *ᵥ v = (E : ℂ) • v ∧ Γ *ᵥ v = 0 := by
  have hexp : inverseGreen H Γ E *ᵥ v
      = (E : ℂ) • v - H *ᵥ v + Complex.I • (Γ *ᵥ v) := by
    unfold inverseGreen
    rw [add_mulVec, sub_mulVec, smul_mulVec, smul_mulVec, one_mulVec]
  constructor
  · intro hv
    -- the expectation value of the anti-Hermitian part vanishes
    have h1 : star v ⬝ᵥ ((inverseGreen H Γ E - (inverseGreen H Γ E)ᴴ) *ᵥ v) = 0 := by
      rw [sub_mulVec, hv, zero_sub, dotProduct_neg, dotProduct_mulVec, ← star_mulVec, hv,
        star_zero, zero_dotProduct, neg_zero]
    rw [inverseGreen_sub_adjoint hH hΓ.isHermitian, smul_mulVec, dotProduct_smul,
      smul_eq_mul] at h1
    have h2 : star v ⬝ᵥ (Γ *ᵥ v) = 0 := (mul_eq_zero.mp h1).resolve_left (by simp)
    have h3 : Γ *ᵥ v = 0 := (hΓ.dotProduct_mulVec_zero_iff v).mp h2
    rw [hexp, h3, smul_zero, add_zero, sub_eq_zero] at hv
    exact ⟨hv.symm, h3⟩
  · rintro ⟨h1, h2⟩
    rw [hexp, h1, h2, smul_zero, add_zero, sub_self]
```

A square matrix is invertible exactly when it annihilates no nonzero vector. Therefore $A$ is invertible if and only if
$$Hv=Ev \ \text{ and }\ \Gamma v=0 \quad\Longrightarrow\quad v=0 .$$
Lean reaches this through the determinant, which is zero exactly when some nonzero vector is annihilated.

```lean
/-- For Hermitian `H`, positive semidefinite `Γ` and real `E`, `E - H + i Γ` is invertible if and
only if no nonzero eigenvector of `H` at energy `E` is annihilated by `Γ`. -/
theorem isUnit_inverseGreen_iff {H Γ : Matrix n n ℂ} (hH : H.IsHermitian)
    (hΓ : Γ.PosSemidef) (E : ℝ) :
    IsUnit (inverseGreen H Γ E) ↔
      ∀ v : n → ℂ, H *ᵥ v = (E : ℂ) • v → Γ *ᵥ v = 0 → v = 0 := by
  rw [isUnit_iff_isUnit_det, isUnit_iff_ne_zero, Ne, ← exists_mulVec_eq_zero_iff]
  constructor
  · intro h v h1 h2
    by_contra hv
    exact h ⟨v, hv, (inverseGreen_mulVec_eq_zero_iff hH hΓ E v).mpr ⟨h1, h2⟩⟩
  · rintro h ⟨v, hv, h0⟩
    obtain ⟨h1, h2⟩ := (inverseGreen_mulVec_eq_zero_iff hH hΓ E v).mp h0
    exact hv (h v h1 h2)
```

## The spectral matrix as damping seen through $G$

When $A$ is invertible, $GA=1$ and $A^*G^*=1$. Inserting these identities gives
$$G-G^*=GA^*G^*-GAG^*=-G(A-A^*)G^*=-2i\,G\Gamma G^* ,$$
and multiplication by $i$ yields
$$i(G-G^*)=2\,G\Gamma G^* .$$
This step needs $\Gamma$ to be Hermitian, but not positive. The insertion is `hdiff`, and the final line of the proof uses $i^2=-1$ to fix the prefactor.

```lean
/-- Whenever `E - H + i Γ` is invertible, with `H` and `Γ` Hermitian, the spectral matrix is
`i (G - G*) = 2 G Γ G*`. -/
theorem spectralMatrix_eq {H Γ : Matrix n n ℂ} (hH : H.IsHermitian)
    (hΓ : Γ.IsHermitian) (E : ℝ) (hA : IsUnit (inverseGreen H Γ E)) :
    spectralMatrix H Γ E = (2 : ℂ) • (green H Γ E * Γ * (green H Γ E)ᴴ) := by
  have hGA : green H Γ E * inverseGreen H Γ E = 1 :=
    nonsing_inv_mul _ ((isUnit_iff_isUnit_det _).mp hA)
  have hAG : (inverseGreen H Γ E)ᴴ * (green H Γ E)ᴴ = 1 := by
    rw [← conjTranspose_mul, hGA, conjTranspose_one]
  -- insert the identity on both sides of the difference
  have hdiff : green H Γ E - (green H Γ E)ᴴ
      = -(green H Γ E * (inverseGreen H Γ E - (inverseGreen H Γ E)ᴴ) * (green H Γ E)ᴴ) := by
    rw [mul_sub, sub_mul, hGA, one_mul, mul_assoc, hAG, mul_one, neg_sub]
  unfold spectralMatrix
  rw [hdiff, inverseGreen_sub_adjoint hH hΓ, Matrix.mul_smul, Matrix.smul_mul, smul_neg,
    smul_smul, ← neg_smul]
  congr 1
  linear_combination (-2 : ℂ) * Complex.I_mul_I
```

## Strict positivity on every site

Let $\Gamma$ be positive definite. If $\Gamma v=0$ with $v\neq0$, then $v^*\Gamma v=0$, a contradiction. No undamped state exists, so $A$ is invertible at every real $E$, including the eigenvalues of $H$.

For a vector $x\neq0$, put $y=G^*x$. Since $x=A^*G^*x=A^*y$, the vector $y$ is nonzero, and
$$x^*G\Gamma G^*x=y^*\Gamma y>0 .$$
Thus $G\Gamma G^*$ is positive definite, and so is $S=2G\Gamma G^*$. Its diagonal entries are
$$S_{jj}=i\,(G_{jj}-\overline{G_{jj}})=-2\operatorname{Im}G_{jj}>0 ,$$
which gives $\rho_j=S_{jj}/(2\pi)>0$.

The theorem collects four conclusions: invertibility, the identity for $S$, its positive definiteness (`PosDef`, which includes being Hermitian), and $\rho_j>0$ for all $j$. In the proof, `hy` is the statement $y\neq0$, `hP` the positivity of $G\Gamma G^*$, and `hval` the formula for the diagonal entry.

For a finite, non-interacting tight-binding model in an orthonormal basis, a computed local density that is zero or negative therefore points to a violated hypothesis, a different sign convention or a numerical error. The theorem treats one energy at a time and gives neither a sum rule nor a limit of vanishing broadening.

```lean
/-- For Hermitian `H`, positive definite `Γ` and real `E`, the matrix `E - H + i Γ` is invertible,
its inverse `G` obeys `i (G - G*) = 2 G Γ G*`, this matrix is positive definite, and the local
spectral density is positive on every site. -/
theorem broadened_spectral_positivity {H Γ : Matrix n n ℂ} (hH : H.IsHermitian)
    (hΓ : Γ.PosDef) (E : ℝ) :
    IsUnit (inverseGreen H Γ E) ∧
      spectralMatrix H Γ E = (2 : ℂ) • (green H Γ E * Γ * (green H Γ E)ᴴ) ∧
      (spectralMatrix H Γ E).PosDef ∧
      ∀ j, 0 < localDensity H Γ E j := by
  have hA : IsUnit (inverseGreen H Γ E) := by
    rw [isUnit_inverseGreen_iff hH hΓ.posSemidef]
    intro v _ h2
    by_contra hv
    have hpos := hΓ.dotProduct_mulVec_pos hv
    rw [h2, dotProduct_zero] at hpos
    exact lt_irrefl _ hpos
  have hS := spectralMatrix_eq hH hΓ.isHermitian E hA
  have hGA : green H Γ E * inverseGreen H Γ E = 1 :=
    nonsing_inv_mul _ ((isUnit_iff_isUnit_det _).mp hA)
  -- congruence by the invertible matrix G keeps Γ positive definite
  have hP : (green H Γ E * Γ * (green H Γ E)ᴴ).PosDef := by
    rw [posDef_iff_dotProduct_mulVec]
    refine ⟨?_, ?_⟩
    · change (green H Γ E * Γ * (green H Γ E)ᴴ)ᴴ = _
      rw [conjTranspose_mul, conjTranspose_mul, conjTranspose_conjTranspose,
        hΓ.isHermitian.eq, mul_assoc]
    · intro x hx
      have hy : (green H Γ E)ᴴ *ᵥ x ≠ 0 := by
        intro h0
        apply hx
        calc x = ((inverseGreen H Γ E)ᴴ * (green H Γ E)ᴴ) *ᵥ x := by
              rw [← conjTranspose_mul, hGA, conjTranspose_one, one_mulVec]
          _ = 0 := by rw [← mulVec_mulVec, h0, mulVec_zero]
      have hpos := hΓ.dotProduct_mulVec_pos hy
      rw [star_mulVec, conjTranspose_conjTranspose, ← dotProduct_mulVec, mulVec_mulVec,
        mulVec_mulVec] at hpos
      exact hpos
  have hSP : (spectralMatrix H Γ E).PosDef := by
    rw [hS, two_smul]
    exact hP.add hP
  refine ⟨hA, hS, hSP, fun j => ?_⟩
  -- a diagonal entry of the spectral matrix is -2 Im G_jj
  have hre : 0 < (spectralMatrix H Γ E j j).re := by
    have h := (Complex.lt_def.mp (hSP.diag_pos (i := j))).1
    simpa using h
  have hval : (spectralMatrix H Γ E j j).re = -2 * (green H Γ E j j).im := by
    simp [spectralMatrix, Matrix.smul_apply, Matrix.sub_apply, conjTranspose_apply]
    ring
  unfold localDensity
  exact div_pos (by linarith) Real.pi_pos
```

## A damped site with zero density

Semidefinite broadening is not enough for strict positivity, even when $A$ is invertible. Take two sites, numbered 0 and 1 as in Lean, with zero site energies and unit hopping:
$$H=\begin{pmatrix}0&1\\1&0\end{pmatrix}.$$

```lean
/-- The Hamiltonian of a dimer with zero site energies and unit hopping. -/
def dimer : Matrix (Fin 2) (Fin 2) ℂ := !![0, 1; 1, 0]
```

Only site 0 is broadened:
$$\Gamma=\begin{pmatrix}1&0\\0&0\end{pmatrix}.$$

```lean
/-- A broadening of unit strength on the first site of the dimer only. -/
def firstSiteBroadening : Matrix (Fin 2) (Fin 2) ℂ := !![1, 0; 0, 0]
```

At $E=0$,
$$A=\begin{pmatrix}i&-1\\-1&0\end{pmatrix},\qquad
G=\begin{pmatrix}0&-1\\-1&-i\end{pmatrix},$$
and direct multiplication confirms $AG=1$. Since $G_{00}=0$, the density vanishes on the very site that carries the broadening. The spectral identity shows how: with this $\Gamma$ it reads $S_{jj}=2|G_{j0}|^2$ on the diagonal, so $\rho_0=|G_{00}|^2/\pi=0$, while $\rho_1=|G_{10}|^2/\pi=1/\pi$.

Lean checks the product $AG=1$ entry by entry in `hinv`, which supplies both invertibility and the value of $G_{00}$. Positive semidefiniteness follows from $\Gamma^*\Gamma=\Gamma$.

```lean
/-- For the dimer broadened on its first site only, `Γ` is positive semidefinite and
`E - H + i Γ` is invertible at `E = 0`, yet the local density on the first site is zero. -/
theorem dimer_density_vanishes :
    dimer.IsHermitian ∧ firstSiteBroadening.PosSemidef ∧
      IsUnit (inverseGreen dimer firstSiteBroadening 0) ∧
      localDensity dimer firstSiteBroadening 0 0 = 0 := by
  have hinv : inverseGreen dimer firstSiteBroadening 0 * !![0, -1; -1, -Complex.I] = 1 := by
    ext i j
    fin_cases i <;> fin_cases j <;>
      simp [inverseGreen, dimer, firstSiteBroadening, Matrix.mul_apply, Fin.sum_univ_succ]
  refine ⟨?_, ?_, ?_, ?_⟩
  · ext i j
    fin_cases i <;> fin_cases j <;> simp [dimer, conjTranspose_apply]
  · have hsq : firstSiteBroadeningᴴ * firstSiteBroadening = firstSiteBroadening := by
      ext i j
      fin_cases i <;> fin_cases j <;>
        simp [firstSiteBroadening, Matrix.mul_apply, Fin.sum_univ_succ, conjTranspose_apply]
    have h := posSemidef_conjTranspose_mul_self firstSiteBroadening
    rwa [hsq] at h
  · exact (isUnit_iff_isUnit_det _).mpr (isUnit_det_of_right_inverse hinv)
  · unfold localDensity green
    rw [inv_eq_right_inv hinv]
    simp

end

end SiteDependentBroadening
```

```lean
#print axioms SiteDependentBroadening.broadened_spectral_positivity
#print axioms SiteDependentBroadening.dimer_density_vanishes
```

```
'SiteDependentBroadening.broadened_spectral_positivity' depends on axioms: [propext, Classical.choice, Quot.sound]
'SiteDependentBroadening.dimer_density_vanishes' depends on axioms: [propext, Classical.choice, Quot.sound]
```
